# Charge conservation fixes the electric field of a strain wave in a conducting piezoelectric

The theorem concerns a plane wave exp(i(kx − wt)) of real frequency `w` and wave number k = w/vs in a one-dimensional linear model. The displacement is D = εE + eS, for complex amplitudes E of the field and S of the strain. The charge density is ∂D/∂x, and the current is the sum of conduction σE and the drift and diffusion of that charge. The theorem says that charge is conserved exactly when E = −(e/ε) R S, where R = (γ + i w/wD)/(γ + i(wc/w + w/wD)), γ = 1 − vd/vs, wc = σ/ε and wD = vs²/Dn. The conductivity σ, permittivity ε, diffusion constant Dn, sound velocity vs and frequency are positive, while the drift velocity vd and piezoelectric constant e may be any real numbers. The proof writes the continuity equation as a nonzero factor times a relation linear in E and S, cancels the factor, and then tries to clear the denominator of R.

As first written in Lean, the proof fails:

```lean
import Mathlib

open Complex (I)

namespace HutsonWhite

noncomputable section

/-- The drift parameter `γ = 1 - v_d / v_s`, for sound velocity `v_s ≠ 0`. -/
def drift (vd vs : ℝ) : ℝ := 1 - vd / vs

/-- The parameter `b = wc / w + w / wD`, for nonzero `w` and `wD`. -/
def screening (wc wD w : ℝ) : ℝ := wc / w + w / wD

/-- The carrier response `(γ + i w / wD) / (γ + i b)`, for nonzero `w`, `wD` and
`γ + i b`. -/
def response (wc wD γ w : ℝ) : ℂ :=
  ((γ : ℂ) + I * ((w / wD : ℝ) : ℂ)) / ((γ : ℂ) + I * ((screening wc wD w : ℝ) : ℂ))

/-- Electric displacement in a piezoelectric medium with field `E` and strain `S`. -/
def displacement (ε e : ℝ) (E S : ℂ) : ℂ := ε * E + e * S

/-- Current amplitude at wave number `k`: conduction, drift and diffusion of the
charge density `i k D`. -/
def current (σ Dn vd k : ℝ) (E D : ℂ) : ℂ :=
  σ * E + vd * (I * k * D) - Dn * (I * k) * (I * k * D)

lemma denominator_ne_zero (γ b : ℝ) (hb : 0 < b) : (γ : ℂ) + I * (b : ℂ) ≠ 0 := by
  intro h
  have h' := congrArg Complex.im h
  simp at h'
  exact hb.ne' h'

lemma screening_pos {wc wD w : ℝ} (hc : 0 < wc) (hD : 0 < wD) (hw : 0 < w) :
    0 < screening wc wD w := by
  unfold screening
  positivity

/-- For a wave `exp(i(kx - wt))` with `k = w / v_s`, charge is conserved exactly when
the field is `-(e/ε) R S`, with `wc = σ/ε` and `wD = v_s² / Dn`. -/
theorem charge_conservation_iff {σ ε Dn vs w : ℝ} (vd e : ℝ) (E S : ℂ)
    (hσ : 0 < σ) (hε : 0 < ε) (hDn : 0 < Dn) (hvs : 0 < vs) (hw : 0 < w) :
    -(I * w) * (I * ((w / vs : ℝ) : ℂ) * displacement ε e E S)
        + I * ((w / vs : ℝ) : ℂ) * current σ Dn vd (w / vs) E (displacement ε e E S) = 0
      ↔ E = -((e : ℂ) / ε) * response (σ / ε) (vs ^ 2 / Dn) (drift vd vs) w * S := by
  have hb : 0 < screening (σ / ε) (vs ^ 2 / Dn) w :=
    screening_pos (by positivity) (by positivity) hw
  have hZ := denominator_ne_zero (drift vd vs) _ hb
  have hε' : (ε : ℂ) ≠ 0 := Complex.ofReal_ne_zero.mpr hε.ne'
  have hDn' : (Dn : ℂ) ≠ 0 := Complex.ofReal_ne_zero.mpr hDn.ne'
  have hvs' : (vs : ℂ) ≠ 0 := Complex.ofReal_ne_zero.mpr hvs.ne'
  have hw' : (w : ℂ) ≠ 0 := Complex.ofReal_ne_zero.mpr hw.ne'
  have hpre : ¬ ((w : ℂ) ^ 2 * ε / vs = 0) :=
    div_ne_zero (mul_ne_zero (pow_ne_zero 2 hw') hε') hvs'
  -- the continuity equation factors into a nonzero constant and the response relation
  have key : -(I * w) * (I * ((w / vs : ℝ) : ℂ) * displacement ε e E S)
        + I * ((w / vs : ℝ) : ℂ) * current σ Dn vd (w / vs) E (displacement ε e E S)
      = ((w : ℂ) ^ 2 * ε / vs) *
        (E * ((drift vd vs : ℂ) + I * ((screening (σ / ε) (vs ^ 2 / Dn) w : ℝ) : ℂ))
          + (e : ℂ) / ε * ((drift vd vs : ℂ) + I * ((w / (vs ^ 2 / Dn) : ℝ) : ℂ)) * S) := by
    unfold current displacement drift screening
    push_cast
    linear_combination (norm := (field_simp; ring))
      ((-(w : ℂ) * (w / vs) + vd * (w / vs) ^ 2 - I * Dn * (w / vs) ^ 3)
        * (ε * E + e * S)) * Complex.I_sq
  rw [key, mul_eq_zero, or_iff_right hpre]
  unfold response
  rw [mul_div_assoc', div_mul_eq_mul_div, eq_div_iff hZ]
  constructor <;> intro h <;> linear_combination h

end

end HutsonWhite
```

The compiler's answer:

```
Main.lean:68:42: error: Tactic `rewrite` failed: Did not find an occurrence of the pattern
  ?m.505 = ?m.503 / (↑(drift vd vs) + I * ↑(screening (σ / ε) (vs ^ 2 / Dn) w))
in the target expression
  E * (↑(drift vd vs) + I * ↑(screening (σ / ε) (vs ^ 2 / Dn) w)) +
        ↑e * (↑(drift vd vs) + I * ↑(w / (vs ^ 2 / Dn))) / ↑ε * S =
      0 ↔
    E =
      -(↑e / ↑ε) * (↑(drift vd vs) + I * ↑(w / (vs ^ 2 / Dn))) /
          (↑(drift vd vs) + I * ↑(screening (σ / ε) (vs ^ 2 / Dn) w)) *
        S

σ ε Dn vs w vd e : ℝ
E S : ℂ
hσ : 0 < σ
hε : 0 < ε
hDn : 0 < Dn
hvs : 0 < vs
hw : 0 < w
hb : 0 < screening (σ / ε) (vs ^ 2 / Dn) w
hZ : ↑(drift vd vs) + I * ↑(screening (σ / ε) (vs ^ 2 / Dn) w) ≠ 0
hε' : ↑ε ≠ 0
hDn' : ↑Dn ≠ 0
hvs' : ↑vs ≠ 0
hw' : ↑w ≠ 0
hpre : ¬↑w ^ 2 * ↑ε / ↑vs = 0
key :
  -(I * ↑w) * (I * ↑(w / vs) * displacement ε e E S) +
      I * ↑(w / vs) * current σ Dn vd (w / vs) E (displacement ε e E S) =
    ↑w ^ 2 * ↑ε / ↑vs *
      (E * (↑(drift vd vs) + I * ↑(screening (σ / ε) (vs ^ 2 / Dn) w)) +
        ↑e / ↑ε * (↑(drift vd vs) + I * ↑(w / (vs ^ 2 / Dn))) * S)
⊢ E * (↑(drift vd vs) + I * ↑(screening (σ / ε) (vs ^ 2 / Dn) w)) +
        ↑e * (↑(drift vd vs) + I * ↑(w / (vs ^ 2 / Dn))) / ↑ε * S =
      0 ↔
    E =
      -(↑e / ↑ε) * (↑(drift vd vs) + I * ↑(w / (vs ^ 2 / Dn))) /
          (↑(drift vd vs) + I * ↑(screening (σ / ε) (vs ^ 2 / Dn) w)) *
        S
```

The error says that `eq_div_iff hZ` found no equation whose right side is a quotient by the denominator of R. The goal still ends in `... / (...) * S`, which is a product with `S`, not a quotient.

The rewrite before it, `div_mul_eq_mul_div`, was meant to move `S` into the numerator. But its pattern, any quotient times anything, first matched `↑e / ↑ε * (...)` on the left of the `↔`. `rw` fixes the pattern's variables at the first match, so it changed that term and left the product with `S` alone. The message shows the result, `↑e * (...) / ↑ε * S`.

The repair states the needed identity as `hR`, for any `N` and `Z`, and proves it by `ring`. Its left side begins with `-((e : ℂ) / ε)` and ends with `S`, so it matches the response term and not the one on the left. Rewriting with it puts the whole right side over the denominator, and `eq_div_iff hZ` then applies. The closing `linear_combination` line is unchanged.

Lean accepts the file once it reads:

```diff
@@ -66,5 +66,8 @@
   rw [key, mul_eq_zero, or_iff_right hpre]
   unfold response
-  rw [mul_div_assoc', div_mul_eq_mul_div, eq_div_iff hZ]
+  have hR : ∀ N Z : ℂ, -((e : ℂ) / ε) * (N / Z) * S = (-((e : ℂ) / ε) * N * S) / Z := by
+    intro N Z
+    ring
+  rw [hR, eq_div_iff hZ]
   constructor <;> intro h <;> linear_combination h
 
```
